# With short-range couplings, the perturbation energies of a nondegenerate site level through order $2m+1$ are fixed by data within distance $m$

An electron sits on an impurity whose on-site energy differs from that of every other site in a large crystal fragment. Weak hopping between neighbouring sites shifts its energy. How much of the fragment has to be known to obtain that shift to a given order in the hopping?

Let $S$ be the finite set of sites, joined by a connected graph, and let $o$ be the impurity. The Hamiltonian is $D+tV$, where $D$ is diagonal with levels $d_k$, $V$ is the perturbation and $t$ counts its powers. Two conditions are imposed:

- $d_k\neq d_o$ for every $k\neq o$. The starting level is nondegenerate; the other levels may coincide with each other.
- $V_{ij}=0$ unless $i$ and $j$ are equal or adjacent, as for nearest-neighbour hopping with on-site shifts.

Let $E_n$ be the coefficient of $t^n$ in the energy that starts at $d_o$. If a second system $(d',V')$ on the same graph meets both conditions, and its levels and couplings agree with the first on all sites within distance $m$ of $o$, then

$$E_n=E'_n\qquad\text{for all } n\le 2m+1 .$$

Distance is the number of edges on a shortest path. The matrices may be complex and need not be Hermitian.

## Cutting a cluster out of a lattice

In a tight-binding model of non-interacting electrons, with one orbital per site and an orthonormal basis, this bounds the cluster needed for a perturbative level shift. Let $\psi_n$ be the state correction of order $n$. A code starts with the vector $\psi_0=e_o$, which is 1 at $o$ and 0 elsewhere. At each order it multiplies by the sparse matrix $V$, reads the next energy coefficient from component $o$, and sets that component of the new correction to zero. At every other site $k$ it subtracts products of earlier results and divides by $d_o-d_k$.

To truncate, set to zero every entry of $V$ that touches a site farther than $m$ from $o$. The theorem applies to the original and the truncated matrix. In the truncated system the outer sites never acquire amplitude, so their rows and columns can be deleted. Deep inside a square lattice with nearest-neighbour hopping, $m=2$ suffices for all orders through 5, which means $1+4+8=13$ sites, whatever the size of the lattice.

## Amplitudes spread one edge per order

Write $\psi(t)=\sum_n t^n\psi_n$ and use intermediate normalisation: $\psi_{n+1}(o)=0$ for all $n\ge 0$. At order $n+1$ the Schrödinger equation reads

$$D\psi_{n+1}+V\psi_n=\sum_{j=0}^{n+1}E_j\,\psi_{n+1-j}.$$

At site $o$ only the term with $\psi_0$ survives on the right, so

$$E_{n+1}=(V\psi_n)_o .$$

At a site $k\ne o$ the term with $\psi_0$ vanishes. Moving the $j=0$ term, with $E_0=d_o$, to the left and shifting the summation index gives

$$(d_o-d_k)\,\psi_{n+1}(k)=(V\psi_n)_k-\sum_{j=0}^{n-1}E_{j+1}\,\psi_{n-j}(k).$$

**Support.** Let $r(k)$ be the distance from $o$ to $k$. Then $\psi_n(k)=0$ when $r(k)>n$. This holds for $\psi_0$. If $r(k)>n+1$, every $j$ with $V_{kj}\ne0$ has $r(j)\ge r(k)-1>n$, so $(V\psi_n)_k=0$. The amplitudes in the sum have order at most $n$ and vanish at $k$ too. Since $d_o-d_k\neq0$, so does $\psi_{n+1}(k)$.

**One application of the coupling.** Suppose $\psi_n(j)=\psi'_n(j)$ whenever $n+r(j)\le 2m+1$. Take $k$ with $r(k)\le m$ and $n+1+r(k)\le 2m+1$. Then $(V\psi_n)_k=(V'\psi'_n)_k$, because the terms agree site by site:

- If $r(j)>r(k)+1$, both couplings are zero.
- If $r(j)\le r(k)+1$ and $r(j)\le m$, the couplings agree. The amplitudes agree because $n+r(j)\le n+1+r(k)\le 2m+1$.
- If $r(j)\le r(k)+1$ and $r(j)>m$, then $r(k)=m$, so $n\le m<r(j)$ and both amplitudes vanish.

**Amplitudes agree.** Strong induction on the order now shows that $\psi_n(k)=\psi'_n(k)$ whenever $n+r(k)\le 2m+1$. Order zero is $e_o$ in both systems. At order $n+1$, both amplitudes are zero if $k=o$. If $r(k)>m$, then $n+1\le m<r(k)$ and both vanish by support. Otherwise compare the two recursions. The denominators agree, the $V\psi_n$ terms agree by the previous step, and so do the energies $E_{j+1}=(V\psi_j)_o$. The remaining amplitudes satisfy $n-j+r(k)\le 2m+1$, so they agree by induction.

**Energies agree.** $E_0=d_o$ is shared. For $n+1\le 2m+1$, the coupling step at $k=o$ gives $E_{n+1}=E'_{n+1}$.

### A three-site chain with $m=1$

Take the chain $0$–$1$–$2$ with $o=0$, $d_0=0$, $d_1=1$, $V_{01}=V_{10}=V_{11}=1$ and $V_{12}=V_{21}=w$. The other entries of $V$ are zero, and $d_2\neq0$. The recursion gives:

- $E_1=0$ and $\psi_1=(0,-1,0)$.
- $E_2=-1$ and $\psi_2=(0,1,w/d_2)$.
- $E_3=1$ and $\psi_3(1)=-(1+w^2/d_2-1)=-w^2/d_2$.
- $E_4=-w^2/d_2$.

The choices $(d_2,w)=(2,1)$ and $(4,2)$ share $E_0,\dots,E_3$, as the bound with $m=1$ requires. They give $E_4=-1/2$ and $E_4=-1$. The vectors here are not of unit length: through first order the state is $(1,-t,0)$, and for real $t$ the unit vector is $(1,-t,0)/\sqrt{1+t^2}$. Rescaling leaves the energy unchanged.

## The recursion and its locality in Lean

```lean
import Mathlib

open Matrix

namespace PerturbationLocality

variable {S : Type*} [Fintype S] [DecidableEq S]

/-- The unperturbed level at site `o` differs from the levels at all other sites. -/
def IsolatedLevel (d : S → ℂ) (o : S) : Prop := ∀ k, k ≠ o → d k ≠ d o

/-- The perturbation couples only equal or adjacent sites of the graph. -/
def ShortRange (G : SimpleGraph S) (V : Matrix S S ℂ) : Prop :=
  ∀ i j, i ≠ j → ¬ G.Adj i j → V i j = 0

/-- Two pairs (levels, perturbation) agree on all entries within distance `m` of `o`. -/
structure AgreeWithin (G : SimpleGraph S) (o : S) (m : ℕ)
    (d : S → ℂ) (V : Matrix S S ℂ) (d' : S → ℂ) (V' : Matrix S S ℂ) : Prop where
  level : ∀ i, G.dist o i ≤ m → d i = d' i
  coupling : ∀ i j, G.dist o i ≤ m → G.dist o j ≤ m → V i j = V' i j

/-- State corrections of `diagonal d + t V` from the basis state at `o`, order by order in
`t`, for a level at `o` that differs from all others. -/
noncomputable def rsState (d : S → ℂ) (V : Matrix S S ℂ) (o : S) : ℕ → S → ℂ
  | 0 => Pi.single o 1
  | n + 1 => fun k => if k = o then 0 else
      ((V *ᵥ rsState d V o n) k - ∑ j : Fin n,
        (V *ᵥ rsState d V o j.val) o * rsState d V o (n - j.val) k) / (d o - d k)
termination_by n => n
decreasing_by all_goals omega

/-- Energy corrections belonging to `rsState`, for a level at `o` that differs from all
others. -/
noncomputable def rsEnergy (d : S → ℂ) (V : Matrix S S ℂ) (o : S) : ℕ → ℂ
  | 0 => d o
  | n + 1 => (V *ᵥ rsState d V o n) o

variable {G : SimpleGraph S} {o : S} {m : ℕ} {d d' : S → ℂ} {V V' : Matrix S S ℂ}

/-- Intermediate normalisation: the series starts at the basis state of `o`, and no
correction has a component there. -/
theorem normalised (d : S → ℂ) (V : Matrix S S ℂ) (o : S) :
    rsState d V o 0 = Pi.single o 1 ∧ ∀ n, rsState d V o (n + 1) o = 0 := by
  refine ⟨by rw [rsState], fun n => ?_⟩
  rw [rsState]
  simp

/-- The recursion for the amplitudes away from `o`, for an isolated level at `o`. -/
theorem amplitude (hd : IsolatedLevel d o) (n : ℕ) {k : S} (hk : k ≠ o) :
    (d o - d k) * rsState d V o (n + 1) k = (V *ᵥ rsState d V o n) k -
      ∑ j ∈ Finset.range n, rsEnergy d V o (j + 1) * rsState d V o (n - j) k := by
  have hne : d o - d k ≠ 0 := sub_ne_zero.mpr (hd k hk).symm
  rw [rsState]
  simp only [if_neg hk, rsEnergy]
  rw [Finset.sum_range, ← mul_div_assoc, mul_div_cancel_left₀ _ hne]

/-- For an isolated level at `o`, the corrections solve the Schrödinger equation at every
positive order. -/
theorem schroedinger_order (V : Matrix S S ℂ) (hd : IsolatedLevel d o) (n : ℕ) :
    diagonal d *ᵥ rsState d V o (n + 1) + V *ᵥ rsState d V o n =
      ∑ j ∈ Finset.range (n + 2), rsEnergy d V o j • rsState d V o (n + 1 - j) := by
  obtain ⟨h0, hn⟩ := normalised d V o
  have e0 : rsEnergy d V o 0 = d o := rfl
  have e1 : rsEnergy d V o (n + 1) = (V *ᵥ rsState d V o n) o := rfl
  funext k
  simp only [Pi.add_apply, mulVec_diagonal, Finset.sum_apply, Pi.smul_apply, smul_eq_mul]
  rw [Finset.sum_range_succ', Finset.sum_range_succ]
  simp only [Nat.add_sub_add_right, Nat.sub_self, Nat.sub_zero, e0]
  by_cases hk : k = o
  · have hs : ∑ j ∈ Finset.range n, rsEnergy d V o (j + 1) * rsState d V o (n - j) o = 0 :=
      Finset.sum_eq_zero fun j hj => by
        have hj' := Finset.mem_range.mp hj
        rw [show n - j = (n - j - 1) + 1 by omega, hn, mul_zero]
    rw [hk, hs, hn, h0, Pi.single_eq_same, e1]
    ring
  · rw [h0, Pi.single_eq_of_ne hk]
    linear_combination -(amplitude (V := V) hd n hk)

omit [Fintype S] [DecidableEq S] in
/-- On a connected graph, a nonzero short-range coupling changes the distance from `o` by at
most one. -/
theorem dist_step (hG : G.Connected) (hV : ShortRange G V) (o : S) {k j : S}
    (h : V k j ≠ 0) : G.dist o k ≤ G.dist o j + 1 ∧ G.dist o j ≤ G.dist o k + 1 := by
  by_cases hkj : k = j
  · subst hkj
    omega
  · have ha : G.Adj k j := by
      by_contra hn
      exact h (hV k j hkj hn)
    have h1 : G.dist k j = 1 := SimpleGraph.dist_eq_one_iff_adj.mpr ha
    have h2 : G.dist j k = 1 := SimpleGraph.dist_eq_one_iff_adj.mpr ha.symm
    have t1 : G.dist o j ≤ G.dist o k + G.dist k j := hG.dist_triangle
    have t2 : G.dist o k ≤ G.dist o j + G.dist j k := hG.dist_triangle
    omega

/-- For an isolated level and a short-range perturbation on a connected graph, the state
correction of order `n` vanishes farther than `n` from `o`. -/
theorem state_support (hG : G.Connected) (hV : ShortRange G V) (hd : IsolatedLevel d o)
    (n : ℕ) : ∀ k, n < G.dist o k → rsState d V o n k = 0 := by
  induction n using Nat.strong_induction_on with
  | _ n ih =>
    intro k hk
    have hko : k ≠ o := by
      intro e
      rw [e, SimpleGraph.dist_self] at hk
      omega
    cases n with
    | zero => rw [(normalised d V o).1, Pi.single_eq_of_ne hko]
    | succ n =>
      have h1 : (V *ᵥ rsState d V o n) k = 0 := by
        simp only [mulVec, dotProduct]
        refine Finset.sum_eq_zero fun j _ => ?_
        by_cases hj : V k j = 0
        · rw [hj, zero_mul]
        · have := dist_step hG hV o hj
          rw [ih n (by omega) j (by omega), mul_zero]
      have e := amplitude (V := V) hd n hko
      rw [h1, Finset.sum_eq_zero fun j _ => by
        rw [ih (n - j) (by omega) k (by omega), mul_zero], sub_zero] at e
      exact (mul_eq_zero.mp e).resolve_left (sub_ne_zero.mpr (hd k hko).symm)

/-- In the setting of `energy_locality`, if the order-`n` amplitudes agree wherever `n` plus
the distance from `o` is at most `2 m + 1`, then so do their images under the perturbations,
at sites within distance `m` and with `n + 1` in place of `n`. -/
theorem hop_agree (hG : G.Connected) (hV : ShortRange G V) (hV' : ShortRange G V')
    (hd : IsolatedLevel d o) (hd' : IsolatedLevel d' o) (hA : AgreeWithin G o m d V d' V')
    {n : ℕ} (hn : ∀ j, n + G.dist o j ≤ 2 * m + 1 → rsState d V o n j = rsState d' V' o n j)
    {k : S} (hk : G.dist o k ≤ m) (hnk : n + 1 + G.dist o k ≤ 2 * m + 1) :
    (V *ᵥ rsState d V o n) k = (V' *ᵥ rsState d' V' o n) k := by
  simp only [mulVec, dotProduct]
  refine Finset.sum_congr rfl fun j _ => ?_
  by_cases hj : G.dist o j ≤ G.dist o k + 1
  · by_cases hjm : G.dist o j ≤ m
    · rw [hA.coupling k j hk hjm, hn j (by omega)]
    · -- a coupling that leaves the ball meets a vanishing amplitude
      rw [state_support hG hV hd n j (by omega), state_support hG hV' hd' n j (by omega),
        mul_zero, mul_zero]
  · have z : V k j = 0 := by_contra fun hne => hj (dist_step hG hV o hne).2
    have z' : V' k j = 0 := by_contra fun hne => hj (dist_step hG hV' o hne).2
    rw [z, z', zero_mul, zero_mul]

/-- In the setting of `energy_locality`, the order-`n` amplitudes at `k` agree whenever `n`
plus the distance of `k` from `o` is at most `2 m + 1`. -/
theorem state_agree (hG : G.Connected) (hV : ShortRange G V) (hV' : ShortRange G V')
    (hd : IsolatedLevel d o) (hd' : IsolatedLevel d' o) (hA : AgreeWithin G o m d V d' V')
    (n : ℕ) : ∀ k, n + G.dist o k ≤ 2 * m + 1 → rsState d V o n k = rsState d' V' o n k := by
  have hoo : G.dist o o = 0 := SimpleGraph.dist_self
  induction n using Nat.strong_induction_on with
  | _ n ih =>
    intro k hk
    cases n with
    | zero => rw [(normalised d V o).1, (normalised d' V' o).1]
    | succ n =>
      by_cases hko : k = o
      · rw [hko, (normalised d V o).2, (normalised d' V' o).2]
      by_cases hkm : G.dist o k ≤ m
      · apply mul_left_cancel₀ (sub_ne_zero.mpr (hd k hko).symm)
        rw [amplitude hd n hko, hA.level o (by omega), hA.level k hkm, amplitude hd' n hko,
          hop_agree hG hV hV' hd hd' hA (ih n (by omega)) hkm hk]
        congr 1
        refine Finset.sum_congr rfl fun j hj => ?_
        have hj' := Finset.mem_range.mp hj
        have he : rsEnergy d V o (j + 1) = rsEnergy d' V' o (j + 1) :=
          hop_agree hG hV hV' hd hd' hA (ih j (by omega)) (by omega) (by omega)
        rw [he, ih (n - j) (by omega) k (by omega)]
      · rw [state_support hG hV hd _ k (by omega), state_support hG hV' hd' _ k (by omega)]

/-- **Locality of perturbation energies.** On a finite connected graph, let two systems have
an isolated level at `o` and short-range perturbations. If they agree within distance `m` of
`o`, their perturbation energies from `o` agree through order `2 m + 1`. -/
theorem energy_locality (hG : G.Connected) (hV : ShortRange G V) (hV' : ShortRange G V')
    (hd : IsolatedLevel d o) (hd' : IsolatedLevel d' o) (hA : AgreeWithin G o m d V d' V') :
    ∀ n ≤ 2 * m + 1, rsEnergy d V o n = rsEnergy d' V' o n := by
  intro n hn
  have hoo : G.dist o o = 0 := SimpleGraph.dist_self
  cases n with
  | zero => exact hA.level o (by omega)
  | succ n =>
    exact hop_agree hG hV hV' hd hd' hA (state_agree hG hV hV' hd hd' hA n)
      (by omega) (by omega)

/-- Sharpness for `m = 0`: two sites with distinct levels, with and without a nonzero hopping
`v`, agree within distance `0` of the first site, but their energies differ at order `2`. -/
theorem locality_sharp {d : Fin 2 → ℂ} {v : ℂ} (hd : IsolatedLevel d 0) (hv : v ≠ 0) :
    AgreeWithin (⊤ : SimpleGraph (Fin 2)) 0 0 d !![0, v; v, 0] d 0 ∧
      rsEnergy d !![0, v; v, 0] 0 2 ≠ rsEnergy d 0 0 2 := by
  have key : ∀ i : Fin 2, (⊤ : SimpleGraph (Fin 2)).dist 0 i ≤ 0 → i = 0 := by
    intro i hi
    by_contra hne
    have : (⊤ : SimpleGraph (Fin 2)).dist 0 i = 1 :=
      SimpleGraph.dist_eq_one_iff_adj.mpr ((SimpleGraph.top_adj _ _).mpr (Ne.symm hne))
    omega
  refine ⟨⟨fun _ _ => rfl, fun i j hi hj => by rw [key i hi, key j hj]; simp⟩, fun e => ?_⟩
  have a : (d 0 - d 1) * rsState d !![0, v; v, 0] 0 1 1 = v := by
    simpa [(normalised d !![0, v; v, 0] 0).1] using
      amplitude (V := !![0, v; v, 0]) hd 0 (show (1 : Fin 2) ≠ 0 by decide)
  have e2 : rsEnergy d !![0, v; v, 0] 0 2 = v * rsState d !![0, v; v, 0] 0 1 1 := by
    change (!![0, v; v, 0] *ᵥ rsState d !![0, v; v, 0] 0 1) 0 = _
    simp [mulVec, dotProduct, Fin.sum_univ_two]
  have e0 : rsEnergy d 0 0 2 = 0 := by
    change ((0 : Matrix (Fin 2) (Fin 2) ℂ) *ᵥ rsState d 0 0 1) 0 = 0
    rw [zero_mulVec, Pi.zero_apply]
  rw [e2, e0] at e
  rw [(mul_eq_zero.mp e).resolve_left hv, mul_zero] at a
  exact hv a.symm

end PerturbationLocality
```

```lean
#print axioms PerturbationLocality.schroedinger_order
-- 'PerturbationLocality.schroedinger_order' depends on axioms: [propext, Classical.choice, Quot.sound]
#print axioms PerturbationLocality.energy_locality
-- 'PerturbationLocality.energy_locality' depends on axioms: [propext, Classical.choice, Quot.sound]
#print axioms PerturbationLocality.locality_sharp
-- 'PerturbationLocality.locality_sharp' depends on axioms: [propext, Classical.choice, Quot.sound]
```

## Reading the theorem, and the step to an eigenvalue

The type `S` is the site set, `G.dist o k` is $r(k)$, and `*ᵥ` is matrix-vector multiplication. `IsolatedLevel` and `ShortRange` are the two physical conditions. `AgreeWithin` requires equal levels inside the ball and equal couplings when both ends lie inside it. `rsState d V o n k` is $\psi_n(k)$ and `rsEnergy d V o n` is $E_n$, a single coefficient and not a partial sum.

The series is defined by its recursion. `normalised` and `schroedinger_order` then establish that it has intermediate normalisation and solves the Schrödinger equation at every positive order; order zero is $De_o=d_oe_o$. The proof of `schroedinger_order` separates the component at $o$ from the others, where `linear_combination` reduces the equation to `amplitude`, the recursion with its denominator cleared.

`dist_step` uses the triangle inequality to show that a nonzero coupling changes the distance by at most one. `state_support` is the support argument. In `hop_agree`, `Finset.sum_congr` compares the sums site by site, and the nested `by_cases` are the three cases above. `state_agree` runs the strong induction, with `mul_left_cancel₀` removing the common nonzero denominator. `energy_locality` applies `hop_agree` at $o$, and `omega` settles the inequalities between orders and distances.

`locality_sharp` shows that the bound cannot be raised for $m=0$. Two sites with distinct levels, with hopping $v\ne0$ or with none, agree at the first site, yet their second-order energies differ. They are $v^2/(d_0-d_1)$ and $0$; the theorem states only that they are unequal. Here the same $v$ stands in both off-diagonal places, so a Hermitian matrix requires real $v$; for a complex Hermitian hopping, $v^2$ becomes $|v|^2$. For $m=1$ the chain above shows the same behaviour, but that calculation is not in the Lean code.

The theorem compares coefficients of a formal series. Using a truncated sum as the energy of a physical system at a given coupling strength additionally needs an estimate of the remainder. A crystal of identical sites has a degenerate starting level and fails `IsolatedLevel`, so the result suits a detuned impurity and not a band state. Couplings with a long-range tail fail `ShortRange`, however small the tail, unless the graph is given edges for them, which shortens its distances.
